# The squared error left by a least-squares fit of elemental corrections is the largest squared error of any balanced reaction whose squared coefficients sum to at most one

Formation-enthalpy errors `e` for a finite set of compounds are corrected by subtracting `N *ᵥ μ`, a contribution linear in composition with one real correction per element. The theorem assumes that `μ` is a least-squares fit, and says that the sum of squared errors left over is the greatest value of `(ν ⬝ᵥ e) ^ 2` among reactions `ν` that conserve every element and satisfy `ν ⬝ᵥ ν ≤ 1`. The coefficients may be any real numbers, and `ν ⬝ᵥ e` is the reaction's error before correction, which the corrections leave unchanged when the reaction is balanced. To show that the value is attained, the proof takes the remaining errors, divided by their norm, as the coefficients, with the zero reaction serving when no error remains. The Cauchy-Schwarz inequality then shows that no allowed reaction does worse.

The failing Lean file:

```lean
import Mathlib

open Matrix

namespace FitErrorEqWorstReaction

variable {ι κ : Type*} [Fintype ι] [Fintype κ]

/-- Sum of squared formation-enthalpy errors left after subtracting the elemental
corrections `μ`, for compounds of composition `N` with original errors `e`. -/
def sqError (N : Matrix ι κ ℝ) (e : ι → ℝ) (μ : κ → ℝ) : ℝ :=
  (e - N *ᵥ μ) ⬝ᵥ (e - N *ᵥ μ)

/-- The elemental corrections `μ` are a least-squares fit to the errors `e`. -/
def IsFit (N : Matrix ι κ ℝ) (e : ι → ℝ) (μ : κ → ℝ) : Prop :=
  ∀ μ' : κ → ℝ, sqError N e μ ≤ sqError N e μ'

/-- The reaction with stoichiometric coefficients `ν` conserves every element. -/
def Balanced (N : Matrix ι κ ℝ) (ν : ι → ℝ) : Prop :=
  ν ᵥ* N = 0

lemma dot_self_nonneg {α : Type*} [Fintype α] (v : α → ℝ) : 0 ≤ v ⬝ᵥ v :=
  Finset.sum_nonneg fun i _ => mul_self_nonneg (v i)

/-- Change of the squared error when the elemental corrections are shifted by `d`:
a term linear in `d` and a quadratic one. -/
theorem sqError_add (N : Matrix ι κ ℝ) (e : ι → ℝ) (μ d : κ → ℝ) :
    sqError N e (μ + d) = sqError N e μ
      - 2 * (d ⬝ᵥ (Nᵀ *ᵥ (e - N *ᵥ μ))) + (N *ᵥ d) ⬝ᵥ (N *ᵥ d) := by
  have h : e - N *ᵥ (μ + d) = (e - N *ᵥ μ) - N *ᵥ d := by
    rw [Matrix.mulVec_add]; abel
  have h2 : d ⬝ᵥ (Nᵀ *ᵥ (e - N *ᵥ μ)) = (N *ᵥ d) ⬝ᵥ (e - N *ᵥ μ) := by
    rw [Matrix.dotProduct_mulVec, Matrix.vecMul_transpose]
  unfold sqError
  rw [h, h2]
  generalize e - N *ᵥ μ = r
  generalize N *ᵥ d = c
  rw [sub_dotProduct, dotProduct_sub, dotProduct_sub, dotProduct_comm r c]
  ring

/-- Normal equations: elemental corrections are a least-squares fit exactly when the
remaining errors, weighted by composition, sum to zero for each element. -/
theorem isFit_iff_normal (N : Matrix ι κ ℝ) (e : ι → ℝ) (μ : κ → ℝ) :
    IsFit N e μ ↔ Nᵀ *ᵥ (e - N *ᵥ μ) = 0 := by
  constructor
  · intro h
    -- `g` is a negative multiple of the gradient; a step along it cannot lower the error of a fit
    set g := Nᵀ *ᵥ (e - N *ᵥ μ) with hg
    have hC := dot_self_nonneg (N *ᵥ g)
    set C := (N *ᵥ g) ⬝ᵥ (N *ᵥ g) with hCdef
    obtain ⟨t, ht⟩ : ∃ t : ℝ, t * (C + 1) = g ⬝ᵥ g :=
      ⟨(g ⬝ᵥ g) / (C + 1), div_mul_cancel₀ _ (by linarith)⟩
    have h1 := h (μ + t • g)
    rw [sqError_add, ← hg, Matrix.mulVec_smul, smul_dotProduct, smul_dotProduct,
      dotProduct_smul, ← hCdef, ← ht] at h1
    simp only [smul_eq_mul] at h1
    have h2 : t ^ 2 ≤ 0 := by nlinarith [mul_nonneg (sq_nonneg t) hC]
    have h3 : t = 0 := pow_eq_zero_iff (two_ne_zero) |>.1 (le_antisymm h2 (sq_nonneg t))
    rw [h3, zero_mul] at ht
    exact dotProduct_self_eq_zero.1 ht.symm
  · intro h μ'
    have h1 := sqError_add N e μ (μ' - μ)
    rw [h, dotProduct_zero, add_sub_cancel] at h1
    linarith [dot_self_nonneg (N *ᵥ (μ' - μ))]

/-- Elemental corrections leave the error of a balanced reaction unchanged. -/
theorem balanced_error_unchanged {N : Matrix ι κ ℝ} {ν : ι → ℝ} (hν : Balanced N ν)
    (e : ι → ℝ) (μ : κ → ℝ) : ν ⬝ᵥ (e - N *ᵥ μ) = ν ⬝ᵥ e := by
  unfold Balanced at hν
  rw [dotProduct_sub, Matrix.dotProduct_mulVec, hν, zero_dotProduct, sub_zero]

/-- The errors left by a least-squares fit, read as stoichiometric coefficients, form a
balanced reaction. -/
theorem residual_balanced {N : Matrix ι κ ℝ} {e : ι → ℝ} {μ : κ → ℝ}
    (h : IsFit N e μ) : Balanced N (e - N *ᵥ μ) := by
  unfold Balanced
  rw [← Matrix.mulVec_transpose]
  exact (isFit_iff_normal N e μ).1 h

/-- The squared error left by a least-squares fit of elemental corrections is the largest
squared error of any balanced reaction whose squared coefficients sum to at most one. -/
theorem fit_error_eq_worst_reaction {N : Matrix ι κ ℝ} {e : ι → ℝ} {μ : κ → ℝ}
    (h : IsFit N e μ) :
    IsGreatest {x : ℝ | ∃ ν : ι → ℝ, Balanced N ν ∧ ν ⬝ᵥ ν ≤ 1 ∧ x = (ν ⬝ᵥ e) ^ 2}
      (sqError N e μ) := by
  have hb := residual_balanced h
  have hre := balanced_error_unchanged hb e μ
  have hS := dot_self_nonneg (e - N *ᵥ μ)
  constructor
  · by_cases h0 : sqError N e μ = 0
    · exact ⟨0, by simp [Balanced], by simp, by simp [h0]⟩
    · -- the normalised residual is the worst reaction
      have ha : (√(sqError N e μ))⁻¹ ^ 2 * sqError N e μ = 1 := by
        rw [inv_pow, Real.sq_sqrt hS, inv_mul_cancel₀ h0]
      refine ⟨(√(sqError N e μ))⁻¹ • (e - N *ᵥ μ), ?_, ?_, ?_⟩
      · unfold Balanced at hb ⊢
        rw [Matrix.smul_vecMul, hb, smul_zero]
      · rw [smul_dotProduct, dotProduct_smul, smul_eq_mul, smul_eq_mul]
        change _ * (_ * sqError N e μ) ≤ 1
        linarith
      · rw [smul_dotProduct, ← hre, smul_eq_mul]
        change _ = (_ * sqError N e μ) ^ 2
        linear_combination (-sqError N e μ) * ha
  · rintro x ⟨ν, hν, hn, rfl⟩
    -- remove the correction, then apply Cauchy-Schwarz
    rw [← balanced_error_unchanged hν e μ]
    have hcs : (ν ⬝ᵥ (e - N *ᵥ μ)) ^ 2 ≤ (ν ⬝ᵥ ν) * sqError N e μ := by
      have h1 := Finset.sum_mul_sq_le_sq_mul_sq Finset.univ ν (e - N *ᵥ μ)
      simp only [sq (ν _), sq ((e - N *ᵥ μ) _)] at h1
      exact h1
    exact hcs.trans (mul_le_of_le_one_left hS hn)

end FitErrorEqWorstReaction
```

Lean reports:

```
Main.lean:94:21: error: Tactic `rewrite` failed: Did not find an occurrence of the pattern
  √((e - N *ᵥ μ) ⬝ᵥ (e - N *ᵥ μ)) ^ 2
in the target expression
  (√(sqError N e μ) ^ 2)⁻¹ * sqError N e μ = 1

ι : Type u_1
κ : Type u_2
inst✝¹ : Fintype ι
inst✝ : Fintype κ
N : Matrix ι κ ℝ
e : ι → ℝ
μ : κ → ℝ
h : IsFit N e μ
hb : Balanced N (e - N *ᵥ μ)
hre : (e - N *ᵥ μ) ⬝ᵥ (e - N *ᵥ μ) = (e - N *ᵥ μ) ⬝ᵥ e
hS : 0 ≤ (e - N *ᵥ μ) ⬝ᵥ (e - N *ᵥ μ)
h0 : ¬sqError N e μ = 0
⊢ (√(sqError N e μ) ^ 2)⁻¹ * sqError N e μ = 1
```

Diagnosis. The failure is in the step that normalises the remaining errors. `Real.sq_sqrt` says that `√a ^ 2 = a` when `0 ≤ a`, and here Lean reads `a` off the type of `hS`. That type came from `dot_self_nonneg`, so `a` was the written-out product `(e - N *ᵥ μ) ⬝ᵥ (e - N *ᵥ μ)`, while the goal has `√(sqError N e μ) ^ 2`. The two are equal by the definition of `sqError`, but `rw` looks for its pattern without unfolding an ordinary definition such as this one, so it found no match.

The repair states the type of `hS` as `0 ≤ sqError N e μ`. Lean accepts the same proof term for it, because checking a term against a stated type can unfold `sqError`. The pattern then becomes `√(sqError N e μ) ^ 2`, which is in the goal, and the rewrite goes through.

Lean accepts the file once it reads:

```diff
@@ -86,5 +86,5 @@
   have hb := residual_balanced h
   have hre := balanced_error_unchanged hb e μ
-  have hS := dot_self_nonneg (e - N *ᵥ μ)
+  have hS : 0 ≤ sqError N e μ := dot_self_nonneg (e - N *ᵥ μ)
   constructor
   · by_cases h0 : sqError N e μ = 0
```
